# A Hamiltonian that commutes with a unitary symmetry never converts even operators into odd ones

## Question

When I simulate a pulse sequence on two equivalent spins and start from an operator that is symmetric under their exchange, I leave all exchange-antisymmetric operators out of the basis. This relies on a selection rule: if $W$ is unitary and commutes with $H$, and if $WAW^*=A$ and $WCW^*=-C$, then

$$\operatorname{tr}\!\left(C^*e^{-itH}A\,e^{itH}\right)=0\quad\text{for every real }t.$$

I would like to see this derived without gaps and checked by machine. Does it survive a change of Hamiltonian between periods, and does the absence of such transfer tell me anything about $H$?

## Answer

The rule holds, and it extends to any finite sequence of periods whose Hamiltonians all commute with $W$. If also $W^2=1$, there is a converse: when every even-to-odd transfer vanishes at all times, $H$ must commute with $W$. For finite-dimensional spin simulations without relaxation, the selection rule justifies leaving out the odd operators when the starting operator is even and the Hamiltonian of every period, pulses included, commutes with the exchange.

### Symmetry characters and the vanishing overlap

All operators are complex square matrices, $^*$ is the conjugate transpose, and $H$ is in angular frequency units ($\hbar=1$). Say that $A$ has character $a$ if $WAW^*=aA$. Even means $a=1$, and odd means $a=-1$.

**Evolution keeps the character.** Write $U=e^{-itH}$ and $V=e^{itH}$. Since $W$ commutes with $H$, it commutes with every power of $H$, hence with both exponential series: $WU=UW$ and $WV=VW$. Unitarity then gives

$$VW^*=W^*W\,VW^*=W^*V\,WW^*=W^*V.$$

Therefore

$$W(UAV)W^*=U\,WA\,VW^*=U(WAW^*)V=a\,UAV.$$

**Different characters have no overlap.** Let $B$ have character $a$ and $C$ character $c$. Because $W^*W=1$ and the trace is cyclic,

$$\operatorname{tr}\big((WCW^*)^*(WBW^*)\big)=\operatorname{tr}(WC^*BW^*)=\operatorname{tr}(C^*B).$$

The left side is also $\bar c\,a\operatorname{tr}(C^*B)$, so $(\bar c\,a-1)\operatorname{tr}(C^*B)=0$. The overlap vanishes whenever $\bar c\,a\neq1$. For even $B$ and odd $C$ the product is $-1$, and taking $B=UAV$ gives the rule you quoted.

**Several periods.** Each period hands an operator of character $a$ to the next one. By induction the final operator still has character $a$, and its overlap with $C$ is zero.

**From absent transfer back to symmetry.** Differentiating at $t=0$ gives

$$\frac{d}{dt}\operatorname{tr}(C^*UAV)\Big|_{0}=\operatorname{tr}\big(C^*(-iHA+iAH)\big)=-i\operatorname{tr}(C^*[H,A]).$$

Now let $W^2=1$, so that $W^*=W^*WW=W$. The operator $W$ is itself even, since $WWW^*=W$. The commutator $C=HW-WH$ is odd:

$$WCW=WHW^2-W^2HW=WH-HW=-C.$$

If all even-to-odd transfer vanishes, the transfer from $W$ to $C$ is zero at all times, and so is its initial rate $-i\operatorname{tr}(C^*C)$. But $\operatorname{tr}(C^*C)=\sum_{jk}|C_{jk}|^2$, so $C=0$ and $H$ commutes with $W$.

### Two equivalent spins rotated by 60 degrees

Take $H=v(I_{1z}+I_{2z})+J\,\mathbf I_1\cdot\mathbf I_2$, where $v$ is the common Zeeman frequency of two spins 1/2 and $J$ their scalar coupling, both in angular frequency units (a coupling quoted in hertz is multiplied by $2\pi$). Let $A=I_{1x}+I_{2x}$ and $C=I_{1x}-I_{2x}$. The coupling commutes with the total spin, so only the Zeeman term moves $A$. At $vt=\pi/3$,

$$UAV=\tfrac12(I_{1x}+I_{2x})+\tfrac{\sqrt3}{2}(I_{1y}+I_{2y}).$$

In the four-dimensional space $\operatorname{tr}(I_{1x}^2)=\operatorname{tr}(I_{2x}^2)=1$, and the traces of products of different components vanish. The overlap with $C$ is $\tfrac12-\tfrac12=0$: the two spins contribute equally and cancel.

### Unequal frequencies open the transfer

Now drop the condition that $H$ commutes with exchange. With $J=0$ and separate frequencies $v_1$ and $v_2$, taken as offsets in a rotating frame, the same traces give

$$\operatorname{tr}(C^*UAV)=\cos v_1t-\cos v_2t.$$

For $v_1=1$, $v_2=0$ and $t=\pi$ this equals $-2$. Divided by $\operatorname{tr}(C^*C)=2$, it is a coefficient of $-1$: the $x$ component of the first spin has changed sign, that of the second has not, and the even operator $A$ has become $-C$.

### The Lean file

```lean
import Mathlib

open Matrix Complex
open scoped ComplexOrder

namespace SymmetryForbiddenTransfer

noncomputable section

variable {n : Type*} [Fintype n] [DecidableEq n]

/-- The operator `A` after evolution for a time `t` under `H`: `exp(-itH) A exp(itH)`. -/
def evolve (H : Matrix n n ℂ) (t : ℝ) (A : Matrix n n ℂ) : Matrix n n ℂ :=
  NormedSpace.exp ((-(I * (t : ℂ))) • H) * A * NormedSpace.exp ((I * (t : ℂ)) • H)

/-- Evolution through a sequence of periods, each with its own duration and Hamiltonian;
the head of the list acts first. -/
def evolveSeq : List (ℝ × Matrix n n ℂ) → Matrix n n ℂ → Matrix n n ℂ
  | [], A => A
  | p :: s, A => evolveSeq s (evolve p.2 p.1 A)

/-- The amplitude `trace(C* B)` with which the operator `C` is detected in `B`. -/
def transfer (C B : Matrix n n ℂ) : ℂ := trace (Cᴴ * B)

/-- Evolution under a Hamiltonian that commutes with a unitary `W` preserves the symmetry character
`a` of an operator. -/
theorem evolve_character {W H A : Matrix n n ℂ} {a : ℂ} (hW : W ∈ unitaryGroup n ℂ)
    (hH : W * H = H * W) (hA : W * A * Wᴴ = a • A) (t : ℝ) :
    W * evolve H t A * Wᴴ = a • evolve H t A := by
  have h1 : Wᴴ * W = 1 := mem_unitaryGroup_iff'.mp hW
  have h2 : W * Wᴴ = 1 := mem_unitaryGroup_iff.mp hW
  have hc : Commute W H := hH
  unfold evolve
  -- both propagators commute with the symmetry
  have hU := (hc.smul_right (-(I * (t : ℂ)))).exp_right.eq
  have hV := (hc.smul_right (I * (t : ℂ))).exp_right.eq
  generalize NormedSpace.exp ((-(I * (t : ℂ))) • H) = U at hU ⊢
  generalize NormedSpace.exp ((I * (t : ℂ)) • H) = V at hV ⊢
  have hV' : V * Wᴴ = Wᴴ * V := by
    calc V * Wᴴ = (Wᴴ * W) * V * Wᴴ := by rw [h1, Matrix.one_mul]
      _ = Wᴴ * (W * V) * Wᴴ := by simp only [Matrix.mul_assoc]
      _ = Wᴴ * V * (W * Wᴴ) := by rw [hV]; simp only [Matrix.mul_assoc]
      _ = Wᴴ * V := by rw [h2, Matrix.mul_one]
  calc W * (U * A * V) * Wᴴ = (W * U) * A * (V * Wᴴ) := by simp only [Matrix.mul_assoc]
    _ = U * (W * A * Wᴴ) * V := by rw [hU, hV']; simp only [Matrix.mul_assoc]
    _ = a • (U * A * V) := by rw [hA, Matrix.mul_smul, Matrix.smul_mul]

/-- Operators with characters `a` and `c` under a unitary symmetry have zero trace overlap
whenever `conj(c) a` differs from one. -/
theorem transfer_eq_zero_of_character {W B C : Matrix n n ℂ} {a c : ℂ}
    (hW : W ∈ unitaryGroup n ℂ) (hB : W * B * Wᴴ = a • B) (hC : W * C * Wᴴ = c • C)
    (hac : star c * a ≠ 1) : transfer C B = 0 := by
  have h1 : Wᴴ * W = 1 := mem_unitaryGroup_iff'.mp hW
  -- the trace overlap is invariant under conjugation by W
  have key : trace ((W * C * Wᴴ)ᴴ * (W * B * Wᴴ)) = trace (Cᴴ * B) := by
    have e : (W * C * Wᴴ)ᴴ * (W * B * Wᴴ) = W * (Cᴴ * B) * Wᴴ := by
      calc (W * C * Wᴴ)ᴴ * (W * B * Wᴴ) = W * Cᴴ * (Wᴴ * W) * B * Wᴴ := by
            simp only [conjTranspose_mul, conjTranspose_conjTranspose, Matrix.mul_assoc]
        _ = W * (Cᴴ * B) * Wᴴ := by
            rw [h1, Matrix.mul_one]; simp only [Matrix.mul_assoc]
    rw [e, trace_mul_comm, ← Matrix.mul_assoc, h1, Matrix.one_mul]
  rw [hC, hB, conjTranspose_smul, Matrix.smul_mul, Matrix.mul_smul, trace_smul, trace_smul,
    smul_eq_mul, smul_eq_mul] at key
  have h0 : (star c * a - 1) * trace (Cᴴ * B) = 0 := by linear_combination key
  exact (mul_eq_zero.mp h0).resolve_left (sub_ne_zero.mpr hac)

/-- Selection rule for a sequence of periods: if every Hamiltonian commutes with a unitary `W`, an
operator of character `a` is never transferred to one of character `c` when `conj(c) a` is not one.
-/
theorem sequence_selection_rule {W C : Matrix n n ℂ} {a c : ℂ} (hW : W ∈ unitaryGroup n ℂ)
    (hC : W * C * Wᴴ = c • C) (hac : star c * a ≠ 1) (s : List (ℝ × Matrix n n ℂ)) :
    ∀ A : Matrix n n ℂ, (∀ p ∈ s, W * p.2 = p.2 * W) → W * A * Wᴴ = a • A →
      transfer C (evolveSeq s A) = 0 := by
  induction s with
  | nil => exact fun A _ hA => transfer_eq_zero_of_character hW hA hC hac
  | cons p s ih =>
    intro A hs hA
    exact ih _ (fun q hq => hs q (List.mem_cons_of_mem _ hq))
      (evolve_character hW (hs p List.mem_cons_self) hA p.1)

/-- Symmetry-forbidden transfer: evolution under a Hamiltonian that commutes with a unitary `W`
never converts an operator even under `W` into an odd one. -/
theorem symmetry_forbidden_transfer {W H A C : Matrix n n ℂ} (hW : W ∈ unitaryGroup n ℂ)
    (hH : W * H = H * W) (hA : W * A * Wᴴ = A) (hC : W * C * Wᴴ = -C) (t : ℝ) :
    transfer C (evolve H t A) = 0 := by
  have hA' : W * A * Wᴴ = (1 : ℂ) • A := by rw [hA, one_smul]
  have hC' : W * C * Wᴴ = (-1 : ℂ) • C := by rw [hC, neg_one_smul]
  exact transfer_eq_zero_of_character hW (evolve_character hW hH hA' t) hC' (by norm_num)

section Rate

attribute [local instance] Matrix.linftyOpNormedRing Matrix.linftyOpNormedAlgebra

/-- The initial rate of transfer from `A` to `C` is `-i trace(C* [H, A])`. -/
theorem transfer_rate (H A C : Matrix n n ℂ) :
    HasDerivAt (fun t : ℝ => transfer C (evolve H t A))
      (-I * trace (Cᴴ * (H * A - A * H))) 0 := by
  have hX : HasDerivAt (fun u : ℝ => NormedSpace.exp (u • ((-I) • H)))
      (NormedSpace.exp ((0 : ℝ) • ((-I) • H)) * ((-I) • H)) 0 :=
    hasDerivAt_exp_smul_const _ _
  have hY : HasDerivAt (fun u : ℝ => NormedSpace.exp (u • (I • H)))
      (NormedSpace.exp ((0 : ℝ) • (I • H)) * (I • H)) 0 :=
    hasDerivAt_exp_smul_const _ _
  have e : (fun t : ℝ => evolve H t A) = fun t : ℝ =>
      NormedSpace.exp (t • ((-I) • H)) * A * NormedSpace.exp (t • (I • H)) := by
    funext t
    have e1 : (-(I * (t : ℂ))) • H = t • ((-I) • H) := by
      ext i j
      simp only [Matrix.smul_apply, smul_eq_mul, Complex.real_smul]
      ring
    have e2 : (I * (t : ℂ)) • H = t • (I • H) := by
      ext i j
      simp only [Matrix.smul_apply, smul_eq_mul, Complex.real_smul]
      ring
    rw [evolve, e1, e2]
  -- the equation of motion at time zero
  have h : HasDerivAt (fun t : ℝ => evolve H t A) ((-I) • (H * A - A * H)) 0 := by
    rw [e]
    refine HasDerivAt.congr_deriv ((hX.mul_const A).fun_mul hY) ?_
    simp only [zero_smul, NormedSpace.exp_zero, one_mul, mul_one, smul_mul_assoc,
      mul_smul_comm]
    module
  let L : Matrix n n ℂ →ₗ[ℝ] ℂ :=
    (Matrix.traceLinearMap n ℝ ℂ).comp (LinearMap.mulLeft ℝ Cᴴ)
  refine HasDerivAt.congr_deriv
    (L.toContinuousLinearMap.hasFDerivAt.comp_hasDerivAt (0 : ℝ) h) ?_
  change trace (Cᴴ * ((-I) • (H * A - A * H))) = _
  rw [Matrix.mul_smul, trace_smul, smul_eq_mul]

end Rate

/-- For a unitary `W` with `W² = 1`, the Hamiltonian commutes with `W` exactly when all transfer
from even to odd operators vanishes at all times. -/
theorem commutes_iff_transfer_forbidden {W H : Matrix n n ℂ} (hW : W ∈ unitaryGroup n ℂ)
    (hWW : W * W = 1) :
    W * H = H * W ↔ ∀ A C : Matrix n n ℂ, W * A * Wᴴ = A → W * C * Wᴴ = -C →
      ∀ t : ℝ, transfer C (evolve H t A) = 0 := by
  refine ⟨fun hH A C hA hC t => symmetry_forbidden_transfer hW hH hA hC t, fun h => ?_⟩
  have h1 : Wᴴ * W = 1 := mem_unitaryGroup_iff'.mp hW
  have hs : Wᴴ = W := by
    calc Wᴴ = Wᴴ * (W * W) := by rw [hWW, Matrix.mul_one]
      _ = W := by rw [← Matrix.mul_assoc, h1, Matrix.one_mul]
  -- test with the even operator W and the odd operator [H, W]
  have hA : W * W * Wᴴ = W := by rw [hs, hWW, Matrix.one_mul]
  have hC : W * (H * W - W * H) * Wᴴ = -(H * W - W * H) := by
    rw [hs]
    calc W * (H * W - W * H) * W = W * H * (W * W) - (W * W) * H * W := by noncomm_ring
      _ = -(H * W - W * H) := by rw [hWW, Matrix.mul_one, Matrix.one_mul, neg_sub]
  have hd := transfer_rate H W (H * W - W * H)
  have hz : (fun t : ℝ => transfer (H * W - W * H) (evolve H t W)) = fun _ => (0 : ℂ) :=
    funext (h W _ hA hC)
  rw [hz] at hd
  have h0 := hd.unique (hasDerivAt_const (0 : ℝ) (0 : ℂ))
  have h2 := (mul_eq_zero.mp h0).resolve_left (neg_ne_zero.mpr I_ne_zero)
  exact (sub_eq_zero.mp (trace_conjTranspose_mul_self_eq_zero_iff.mp h2)).symm

/-- Exchange of two spins 1/2 in the product basis. -/
def swap : Matrix (Fin 4) (Fin 4) ℂ := !![1, 0, 0, 0; 0, 0, 1, 0; 0, 1, 0, 0; 0, 0, 0, 1]

/-- Two spins 1/2 with common Zeeman frequency `v` and scalar coupling `J`. -/
def spinPair (v J : ℝ) : Matrix (Fin 4) (Fin 4) ℂ :=
  !![v + J / 4, 0, 0, 0; 0, -J / 4, J / 2, 0; 0, J / 2, -J / 4, 0; 0, 0, 0, -v + J / 4]

/-- The total transverse spin `I₁ₓ + I₂ₓ`. -/
def sumX : Matrix (Fin 4) (Fin 4) ℂ :=
  !![0, 1/2, 1/2, 0; 1/2, 0, 0, 1/2; 1/2, 0, 0, 1/2; 0, 1/2, 1/2, 0]

/-- The transverse spin difference `I₁ₓ - I₂ₓ`. -/
def diffX : Matrix (Fin 4) (Fin 4) ℂ :=
  !![0, -1/2, 1/2, 0; -1/2, 0, 0, 1/2; 1/2, 0, 0, -1/2; 0, 1/2, -1/2, 0]

/-- Spin exchange is unitary and commutes with the Hamiltonian of the equivalent pair; the total
transverse spin is even under it and the difference is odd. -/
theorem spinPair_witness (v J : ℝ) :
    swap ∈ unitaryGroup (Fin 4) ℂ ∧ swap * spinPair v J = spinPair v J * swap ∧
      swap * sumX * swapᴴ = sumX ∧ swap * diffX * swapᴴ = -diffX := by
  have hs : swapᴴ = swap := by
    ext i j
    fin_cases i <;> fin_cases j <;> simp [swap, conjTranspose_apply]
  have hq : swap * swap = 1 := by
    ext i j
    fin_cases i <;> fin_cases j <;> simp [swap, Matrix.mul_apply, Fin.sum_univ_four]
  refine ⟨?_, ?_, ?_, ?_⟩
  · rw [mem_unitaryGroup_iff, star_eq_conjTranspose, hs, hq]
  · ext i j
    fin_cases i <;> fin_cases j <;>
      simp [swap, spinPair, Matrix.mul_apply, Fin.sum_univ_four]
  · rw [hs]
    ext i j
    fin_cases i <;> fin_cases j <;> simp [swap, sumX, Matrix.mul_apply, Fin.sum_univ_four]
  · rw [hs]
    ext i j
    fin_cases i <;> fin_cases j <;>
      simp [swap, diffX, Matrix.mul_apply, Fin.sum_univ_four] <;> norm_num

end

end SymmetryForbiddenTransfer
```

```lean
#print axioms SymmetryForbiddenTransfer.sequence_selection_rule
#print axioms SymmetryForbiddenTransfer.symmetry_forbidden_transfer
#print axioms SymmetryForbiddenTransfer.commutes_iff_transfer_forbidden
```

```
'SymmetryForbiddenTransfer.sequence_selection_rule' depends on axioms: [propext, Classical.choice, Quot.sound]
'SymmetryForbiddenTransfer.symmetry_forbidden_transfer' depends on axioms: [propext, Classical.choice, Quot.sound]
'SymmetryForbiddenTransfer.commutes_iff_transfer_forbidden' depends on axioms: [propext, Classical.choice, Quot.sound]
```

### What the theorems say

The index type `n` labels a finite basis, and `Matrix n n ℂ` holds Hamiltonians, observables and density operators alike. `Wᴴ` is $W^*$, and `W ∈ unitaryGroup n ℂ` says that $W$ is unitary.

- `evolve H t A` is $e^{-itH}Ae^{itH}$, the direction in which a density operator evolves.
- `transfer C B` is $\operatorname{tr}(C^*B)$, without normalisation. To read it as the coefficient of a nonzero $C$ in an orthogonal operator basis, divide by $\operatorname{tr}(C^*C)$.
- `evolveSeq` takes a list of pairs (duration, Hamiltonian), and the head of the list acts first.

`symmetry_forbidden_transfer` is the rule in your question. `sequence_selection_rule` states it for arbitrary characters `a` and `c` with `star c * a ≠ 1` and for any finite list of periods. `commutes_iff_transfer_forbidden` is the equivalence for `W * W = 1`; its right-hand side ranges over all even `A`, all odd `C` and all times. The proof uses only the pair $A=W$, $C=[H,W]$, but an arbitrary silent pair is not enough to conclude that $H$ commutes with $W$: with $A=1$ the transfer to every odd operator vanishes whatever $H$ is.

None of these theorems assumes that $H$ is Hermitian. For physical Hamiltonians this costs nothing. For a non-Hermitian effective Hamiltonian, however, `evolve` is not the usual decaying evolution, which has $e^{itH^*}$ on the right.

The model has a finite dimension and Hamiltonians that are constant within each period. Relaxation and continuously varying Hamiltonians are not covered.

`spinPair_witness` concerns the equivalent pair from the example, for all real `v` and `J`. It states that `swap` is unitary and commutes with `spinPair v J`, that `sumX` is even and that `diffX` is odd. These are exactly the hypotheses that `symmetry_forbidden_transfer` needs.

### How the proofs follow the derivation

`evolve_character` is the first step. Mathlib's `Commute` lemmas carry commutation from $H$ to its exponentials, which `generalize` then replaces by plain matrices `U` and `V`. The fact `hV'` is $VW^*=W^*V$, and the closing `calc` block is the displayed chain for $W(UAV)W^*$.

`transfer_eq_zero_of_character` is the overlap argument. Its `key` is the invariance of the trace under conjugation by $W$. Rewriting with the two characters turns `key` into an equation for $\operatorname{tr}(C^*B)$, and `linear_combination` puts it in the form $(\bar c\,a-1)\operatorname{tr}(C^*B)=0$. The first factor is nonzero by hypothesis.

`sequence_selection_rule` is an induction on the list. The starting operator `A` is quantified inside the statement being proved, so the induction hypothesis can be applied to the operator that leaves the first period. `symmetry_forbidden_transfer` combines the first two lemmas directly, with characters $1$ and $-1$.

`transfer_rate` differentiates the two exponentials and applies the product rule, which yields $-i[H,A]$ at time zero. The linear map `L`, which sends $B$ to $\operatorname{tr}(C^*B)$, carries this derivative over to the transfer amplitude.

In `commutes_iff_transfer_forbidden`, the forward direction is the selection rule. For the reverse, `hA` and `hC` establish that $W$ is even and $[H,W]$ is odd. The transfer between them is the constant zero function, so uniqueness of derivatives equates its rate with zero, and `trace_conjTranspose_mul_self_eq_zero_iff` turns $\operatorname{tr}(C^*C)=0$ into $C=0$.

`spinPair_witness` compares the matrices entry by entry, with `fin_cases` running through the index pairs.
